# Among periodic phase changes of a single band in one dimension, the integrated squared Berry connection is least when the connection becomes constant

To build a well-localised Wannier function for one isolated band of a one-dimensional crystal, I parallel-transport the Bloch states along the string of $k$-points. The last state then differs from the first by the Berry phase, and I spread that mismatch evenly over the string. In the continuum limit, this makes the Berry connection constant across the zone.

The claim behind the even spreading is as follows. Let $A$ be a continuous real connection on $[0, 2\pi]$ with mean $m$, and let $\theta$ be a continuously differentiable phase with $\theta(2\pi) = \theta(0)$. Then

$$\int_0^{2\pi} (A - \theta')^2\,dk \;\ge\; 2\pi m^2,$$

with equality exactly when $A - \theta' = m$ at every $k$. I would like to see this made rigorous and machine-checked, including the "exactly when". I would also like to know what happens if $\theta$ changes by a multiple of $2\pi$ across the zone, since $e^{i\theta}$ is then still single-valued.

## The winding fixes the mean, and the fluctuation is the only excess

The claim is true, and windings fit into the same argument. The lattice constant is 1, so the zone has length $2\pi$. With $A = i\langle u_k|\partial_k u_k\rangle$, the change $|u_k\rangle \to e^{i\theta(k)}|u_k\rangle$ replaces $A$ by $B = A - \theta'$. Let $\theta(2\pi) = \theta(0) + 2\pi n$ with $n$ an integer; your case is $n = 0$.

**The mean.** By the fundamental theorem of calculus,

$$\int_0^{2\pi} B\,dk = 2\pi m - [\theta(2\pi) - \theta(0)] = 2\pi(m - n).$$

The mean of $B$ is therefore $c = m - n$, whatever the shape of $\theta$ between the end points.

**The split.** Expanding the square of the fluctuation and using $\int_0^{2\pi} B\,dk = 2\pi c$ gives

$$\int_0^{2\pi} (B - c)^2\,dk = \int_0^{2\pi} B^2\,dk - 2c\cdot 2\pi c + 2\pi c^2 = \int_0^{2\pi} B^2\,dk - 2\pi c^2.$$

Hence

$$\int_0^{2\pi} B^2\,dk = 2\pi (m-n)^2 + \int_0^{2\pi} (B - c)^2\,dk.$$

**The bound and its equality case.** The last integral is nonnegative, which is the bound. If $B(k_0) \ne c$ at some $k_0$, continuity keeps $(B-c)^2$ above half of its value at $k_0$ on a piece of the zone of positive length, so the integral is positive. Equality therefore forces $B = c$ everywhere. Conversely, if $B = c$ everywhere, the integral vanishes.

**The bound is attained.** Define

$$\theta_n(k) = \int_0^k A\,dq - (m - n)k.$$

Then $\theta_n' = A - (m-n)$, so the transformed connection is the constant $m - n$. Also $\theta_n(0) = 0$ and $\theta_n(2\pi) = 2\pi m - 2\pi(m-n) = 2\pi n$, so the winding is right.

**The minimiser is unique up to a constant.** If $\theta$ attains the bound, then $\theta' = A - (m-n) = \theta_n'$. Integrating from $0$ to $k$ gives $\theta(k) = \theta(0) + \theta_n(k)$.

**All windings together.** The remaining cost $2\pi(m-n)^2$ is smallest when $n$ is an integer nearest to $m$. The least value over all phases of integer winding is $2\pi(m - \mathrm{round}\,m)^2$.

Suppose that the starting Bloch states $e^{ikx}|u_k\rangle$ agree at $k = 0$ and $k = 2\pi$, which parallel-transported states generally do not do until the mismatch has been spread. For a single band in one dimension, the mean $m$ is then the centre of their Wannier function in units of the lattice constant, and $\frac{1}{2\pi}\int A^2\,dk$ is the gauge-dependent part of $\langle x^2\rangle$. At fixed winding, the constant connection thus gives the smallest spread. Changing the winding by one moves the centre by one cell and leaves the variance of the best function unchanged; the optimal $n$ merely puts the centre as near to the origin as possible.

## How the Lean statements encode connections and phases

The connection is a function `A : ℝ → ℝ`, assumed continuous only on the closed zone `BZ`, which is $[0, 2\pi]$. Its values elsewhere play no role. `meanConnection A` is $m$, and `squaredConnection A` is the integral of $A^2$, without a factor $1/2\pi$.

`IsGauge n θ θ'` says that `θ` is an admissible phase of winding `n`. The derivative is a separate function `θ'`, tied to `θ` by the field `deriv`. Because that field uses `HasDerivWithinAt`, the derivative is one-sided at the two end points. The field `cont` makes `θ'` continuous on the zone, and `winding` is the condition $\theta(2\pi) = \theta(0) + 2\pi n$, which keeps $e^{i\theta}$ single-valued.

The results read as follows:

- `constant_connection_gauge` is your claim, with its hypotheses written out: the lower bound and the equivalence for equality.
- `squaredConnection_gauge_bound` is the same pair of statements for any winding `n`, with $m - n$ in place of $m$.
- `constantGauge_isGauge` says that $\theta_n$, called `constantGauge A n`, is an admissible phase of winding `n` with derivative $A - (m-n)$.
- `minimiser_unique` says that any phase attaining the bound equals $\theta_n$ plus the constant $\theta(0)$ on the zone.
- `minimum_over_windings` gives the least value over all integers `n` and says that winding `round m` attains it. When $m$ is a half-integer, two windings tie; Lean's `round` picks the upper one, and the theorem does not claim that the winding is unique.

Neither $A(0) = A(2\pi)$ nor $\theta'(0) = \theta'(2\pi)$ is required. If $A$ does match at the zone boundary, so does $\theta_n'$.

The connection is taken as given: the file contains no Bloch states, Wannier functions or position operator, so the link to the spread is the physical reading above. It treats one band, one dimension and a continuous $k$. A finite mesh of $k$-points and the non-commuting matrices of a multiband gauge would need separate arguments.

```lean
import Mathlib

open Set MeasureTheory
open scoped Real

namespace ConstantConnectionGauge

noncomputable section

/-- The one-dimensional Brillouin zone, with both end points. -/
local notation "BZ" => Set.Icc (0 : ℝ) (2 * π)

/-- The mean of a connection over the Brillouin zone. -/
def meanConnection (A : ℝ → ℝ) : ℝ := (∫ k in (0 : ℝ)..(2 * π), A k) / (2 * π)

/-- The integral of the squared connection over the Brillouin zone. -/
def squaredConnection (A : ℝ → ℝ) : ℝ := ∫ k in (0 : ℝ)..(2 * π), (A k) ^ 2

/-- A continuously differentiable phase `θ` on the zone, with derivative `θ'`, that grows by
`2 π n` across the zone. -/
structure IsGauge (n : ℤ) (θ θ' : ℝ → ℝ) : Prop where
  deriv : ∀ k ∈ BZ, HasDerivWithinAt θ (θ' k) BZ k
  cont : ContinuousOn θ' BZ
  winding : θ (2 * π) = θ 0 + 2 * π * n

/-- The phase obtained by integrating the deviation of `A` from the constant `m - n`, where `m`
is the mean of `A`. -/
def constantGauge (A : ℝ → ℝ) (n : ℤ) (k : ℝ) : ℝ :=
  (∫ q in (0 : ℝ)..k, A q) - (meanConnection A - n) * k

/-- The integral of a connection over the zone is `2 π` times its mean. -/
lemma integral_eq_mean (A : ℝ → ℝ) :
    ∫ k in (0 : ℝ)..(2 * π), A k = 2 * π * meanConnection A := by
  unfold meanConnection
  rw [mul_div_cancel₀ _ Real.two_pi_pos.ne']

/-- The phase accumulated from the zone origin to `k` is the integral of its derivative. -/
lemma IsGauge.integral_deriv {n : ℤ} {θ θ' : ℝ → ℝ} (h : IsGauge n θ θ') {k : ℝ}
    (hk : k ∈ BZ) : ∫ q in (0 : ℝ)..k, θ' q = θ k - θ 0 := by
  have hsub : Icc 0 k ⊆ BZ := Icc_subset_Icc_right hk.2
  exact intervalIntegral.integral_eq_sub_of_hasDerivAt_of_le hk.1
    (fun q hq => ((h.deriv q (hsub hq)).continuousWithinAt).mono hsub)
    (fun q hq => (h.deriv q (hsub (Ioo_subset_Icc_self hq))).hasDerivAt
      (Icc_mem_nhds hq.1 (lt_of_lt_of_le hq.2 hk.2)))
    ((h.cont.mono hsub).intervalIntegrable_of_Icc hk.1)

/-- A gauge transformation of winding `n` lowers the mean connection by `n`. -/
theorem mean_gauge {A θ θ' : ℝ → ℝ} {n : ℤ} (hA : ContinuousOn A BZ)
    (h : IsGauge n θ θ') :
    meanConnection (fun k => A k - θ' k) = meanConnection A - n := by
  have hp := Real.two_pi_pos
  unfold meanConnection
  rw [intervalIntegral.integral_sub (hA.intervalIntegrable_of_Icc hp.le)
    (h.cont.intervalIntegrable_of_Icc hp.le), h.integral_deriv ⟨hp.le, le_rfl⟩, h.winding,
    add_sub_cancel_left, sub_div, mul_div_cancel_left₀ _ hp.ne']

/-- The integrated squared connection is `2 π` times the squared mean plus the integrated
squared fluctuation about the mean. -/
theorem mean_fluctuation_split {B : ℝ → ℝ} (hB : ContinuousOn B BZ) :
    squaredConnection B = 2 * π * meanConnection B ^ 2
      + ∫ k in (0 : ℝ)..(2 * π), (B k - meanConnection B) ^ 2 := by
  have hp := Real.two_pi_pos.le
  have hm := integral_eq_mean B
  generalize meanConnection B = c at hm ⊢
  have h1 : IntervalIntegrable (fun k => 2 * c * B k) volume 0 (2 * π) :=
    ContinuousOn.intervalIntegrable_of_Icc hp (continuousOn_const.mul hB)
  have h2 : IntervalIntegrable (fun k => B k ^ 2) volume 0 (2 * π) :=
    ContinuousOn.intervalIntegrable_of_Icc hp (hB.pow 2)
  have h3 : IntervalIntegrable (fun k => B k ^ 2 - 2 * c * B k) volume 0 (2 * π) :=
    ContinuousOn.intervalIntegrable_of_Icc hp ((hB.pow 2).sub (continuousOn_const.mul hB))
  -- expand the square and integrate term by term
  have e : (fun k => (B k - c) ^ 2) = fun k => (B k ^ 2 - 2 * c * B k) + c ^ 2 := by
    funext k
    ring
  rw [e, intervalIntegral.integral_add h3 intervalIntegrable_const,
    intervalIntegral.integral_sub h2 h1, intervalIntegral.integral_const_mul,
    intervalIntegral.integral_const, hm, smul_eq_mul]
  unfold squaredConnection
  ring

/-- Among gauges of winding `n`, the integrated squared connection is at least `2 π (m - n)²`,
with equality exactly when the transformed connection equals `m - n` throughout the zone. -/
theorem squaredConnection_gauge_bound {A θ θ' : ℝ → ℝ} {n : ℤ} (hA : ContinuousOn A BZ)
    (h : IsGauge n θ θ') :
    2 * π * (meanConnection A - n) ^ 2 ≤ squaredConnection (fun k => A k - θ' k) ∧
    (squaredConnection (fun k => A k - θ' k) = 2 * π * (meanConnection A - n) ^ 2 ↔
      ∀ k ∈ BZ, A k - θ' k = meanConnection A - n) := by
  have hp := Real.two_pi_pos
  have hB : ContinuousOn (fun k => A k - θ' k) BZ := hA.sub h.cont
  have hs := mean_fluctuation_split hB
  rw [mean_gauge hA h] at hs
  generalize meanConnection A - (n : ℝ) = c at hs ⊢
  have h0 : 0 ≤ ∫ k in (0 : ℝ)..(2 * π), (A k - θ' k - c) ^ 2 :=
    intervalIntegral.integral_nonneg hp.le (fun k _ => sq_nonneg _)
  refine ⟨by linarith, fun heq => ?_, fun hc => ?_⟩
  · -- a continuous fluctuation that is nonzero somewhere has positive weight
    by_contra hne
    push Not at hne
    obtain ⟨k, hk, hkc⟩ := hne
    have hpos : 0 < ∫ k in (0 : ℝ)..(2 * π), (A k - θ' k - c) ^ 2 :=
      intervalIntegral.integral_pos hp ((hB.sub continuousOn_const).pow 2)
        (fun q _ => sq_nonneg _) ⟨k, hk, pow_pos_of_ne k hkc⟩
    linarith
  · have hz : ∫ k in (0 : ℝ)..(2 * π), (A k - θ' k - c) ^ 2
        = ∫ _k in (0 : ℝ)..(2 * π), (0 : ℝ) := by
      apply intervalIntegral.integral_congr
      intro k hk
      rw [uIcc_of_le hp.le] at hk
      simp [hc k hk]
    rw [intervalIntegral.integral_zero] at hz
    linarith
where
  pow_pos_of_ne {A θ' : ℝ → ℝ} {c : ℝ} (k : ℝ) (hk : A k - θ' k ≠ c) :
      0 < (A k - θ' k - c) ^ 2 := sq_pos_of_ne_zero (sub_ne_zero.mpr hk)

/-- For a periodic phase `θ`, the integral of `(A - θ')²` is at least `2 π m²`, with equality
exactly when `A - θ'` equals the mean `m` of `A` throughout the zone. -/
theorem constant_connection_gauge {A θ θ' : ℝ → ℝ} (hA : ContinuousOn A BZ)
    (hd : ∀ k ∈ BZ, HasDerivWithinAt θ (θ' k) BZ k) (hc : ContinuousOn θ' BZ)
    (hper : θ (2 * π) = θ 0) :
    2 * π * meanConnection A ^ 2 ≤ ∫ k in (0 : ℝ)..(2 * π), (A k - θ' k) ^ 2 ∧
    (∫ k in (0 : ℝ)..(2 * π), (A k - θ' k) ^ 2 = 2 * π * meanConnection A ^ 2 ↔
      ∀ k ∈ BZ, A k - θ' k = meanConnection A) := by
  have h : IsGauge 0 θ θ' := ⟨hd, hc, by simp [hper]⟩
  simpa [squaredConnection] using squaredConnection_gauge_bound hA h

/-- The phase `constantGauge A n` is a gauge of winding `n`, with derivative `A - (m - n)`. -/
theorem constantGauge_isGauge {A : ℝ → ℝ} (hA : ContinuousOn A BZ) (n : ℤ) :
    IsGauge n (constantGauge A n) (fun k => A k - (meanConnection A - n)) := by
  have hp := Real.two_pi_pos.le
  -- extend the connection continuously beyond the zone
  obtain ⟨B, hB, hBA⟩ : ∃ B : ℝ → ℝ, Continuous B ∧ ∀ k ∈ BZ, B k = A k :=
    ⟨fun k => A (max 0 (min k (2 * π))),
      hA.comp_continuous (continuous_const.max (continuous_id.min continuous_const))
        (fun k => ⟨le_max_left _ _, max_le hp (min_le_right _ _)⟩),
      fun k hk => by simp only [min_eq_left hk.2, max_eq_right hk.1]⟩
  have hint : ∀ x ∈ BZ, constantGauge A n x
      = (∫ q in (0 : ℝ)..x, B q) - (meanConnection A - n) * x := by
    intro x hx
    unfold constantGauge
    congr 1
    apply intervalIntegral.integral_congr
    intro y hy
    rw [uIcc_of_le hx.1] at hy
    exact (hBA y ⟨hy.1, hy.2.trans hx.2⟩).symm
  refine ⟨fun k hk => ?_, hA.sub continuousOn_const, ?_⟩
  · have hd := (hB.integral_hasStrictDerivAt 0 k).hasDerivAt.fun_sub
      ((hasDerivAt_id' k).const_mul (meanConnection A - n))
    rw [hBA k hk, mul_one] at hd
    exact hd.hasDerivWithinAt.congr hint (hint k hk)
  · unfold constantGauge
    rw [integral_eq_mean, intervalIntegral.integral_same]
    ring

/-- A gauge of winding `n` that attains the lower bound equals `constantGauge A n` up to a constant
phase, throughout the zone. -/
theorem minimiser_unique {A θ θ' : ℝ → ℝ} {n : ℤ} (hA : ContinuousOn A BZ)
    (h : IsGauge n θ θ')
    (hmin : squaredConnection (fun k => A k - θ' k) = 2 * π * (meanConnection A - n) ^ 2) :
    ∀ k ∈ BZ, θ k = θ 0 + constantGauge A n k := by
  intro k hk
  have hc := (squaredConnection_gauge_bound hA h).2.mp hmin
  -- both phases have the same derivative, hence the same increments
  have h1 := h.integral_deriv hk
  have h2 := (constantGauge_isGauge hA n).integral_deriv hk
  have h3 : ∫ q in (0 : ℝ)..k, θ' q
      = ∫ q in (0 : ℝ)..k, (A q - (meanConnection A - n)) := by
    apply intervalIntegral.integral_congr
    intro q hq
    rw [uIcc_of_le hk.1] at hq
    have := hc q ⟨hq.1, hq.2.trans hk.2⟩
    show θ' q = A q - (meanConnection A - n)
    linarith
  have h4 : constantGauge A n 0 = 0 := by simp [constantGauge]
  linarith

/-- Over gauges of every integer winding, the least integrated squared connection is
`2 π (m - round m)²`, and it is attained at winding `round m`. -/
theorem minimum_over_windings {A : ℝ → ℝ} (hA : ContinuousOn A BZ) :
    (∀ (n : ℤ) (θ θ' : ℝ → ℝ), IsGauge n θ θ' →
      2 * π * (meanConnection A - round (meanConnection A)) ^ 2
        ≤ squaredConnection (fun k => A k - θ' k)) ∧
    ∃ θ θ' : ℝ → ℝ, IsGauge (round (meanConnection A)) θ θ' ∧
      squaredConnection (fun k => A k - θ' k)
        = 2 * π * (meanConnection A - round (meanConnection A)) ^ 2 := by
  constructor
  · intro n θ θ' h
    have hr := sq_le_sq.mpr (round_le (meanConnection A) n)
    exact (mul_le_mul_of_nonneg_left hr Real.two_pi_pos.le).trans
      (squaredConnection_gauge_bound hA h).1
  · have h := constantGauge_isGauge hA (round (meanConnection A))
    exact ⟨_, _, h, (squaredConnection_gauge_bound hA h).2.mpr (fun k _ => by ring)⟩

end

end ConstantConnectionGauge
```

```lean
#print axioms ConstantConnectionGauge.squaredConnection_gauge_bound
#print axioms ConstantConnectionGauge.constant_connection_gauge
#print axioms ConstantConnectionGauge.minimiser_unique
#print axioms ConstantConnectionGauge.minimum_over_windings
```

```
'ConstantConnectionGauge.squaredConnection_gauge_bound' depends on axioms: [propext, Classical.choice, Quot.sound]
'ConstantConnectionGauge.constant_connection_gauge' depends on axioms: [propext, Classical.choice, Quot.sound]
'ConstantConnectionGauge.minimiser_unique' depends on axioms: [propext, Classical.choice, Quot.sound]
'ConstantConnectionGauge.minimum_over_windings' depends on axioms: [propext, Classical.choice, Quot.sound]
```

## From the hand derivation to the Lean proof

`IsGauge.integral_deriv` is the fundamental theorem of calculus on $[0, k]$. The Mathlib theorem it calls asks for continuity on the closed interval and an ordinary derivative inside it. At an interior point the zone is a neighbourhood, so the derivative within the zone is an ordinary one. `mean_gauge` applies this at $k = 2\pi$ and inserts the winding condition, which gives the mean $m - n$.

`mean_fluctuation_split` is the expansion of the square. The mean is first replaced by a letter `c`, with `integral_eq_mean` supplying $\int B = 2\pi c$. The identity `e` writes $(B-c)^2$ as $B^2 - 2cB + c^2$, the integral is taken term by term, and `ring` collects the result. The facts `h1`, `h2` and `h3` record that the terms are integrable, which follows from continuity.

`squaredConnection_gauge_bound` applies the split to $A - \theta'$ and has three parts:

1. The inequality follows from `h0`, the nonnegativity of the fluctuation integral.
2. For the forward direction of the equivalence, the proof supposes that the connection differs from `c` at some `k`. The Mathlib theorem `intervalIntegral.integral_pos` then makes the fluctuation integral positive, which contradicts equality. This is the continuity argument about a piece of positive length.
3. For the converse, the integrand is zero throughout the zone, so the integral vanishes.

`constant_connection_gauge` then sets the winding to zero.

Showing that $\theta_n$ is differentiable takes more care than it does by hand, because $A$ may be discontinuous just outside the zone. `constantGauge_isGauge` therefore introduces a function `B` (not the transformed connection of the hand derivation) that agrees with $A$ on the zone and keeps the end-point values beyond it. This `B` is continuous on the whole line, so its integral has the expected derivative at every point. The integrals of `B` and $A$ from $0$ to $x$ agree for $x$ in the zone, and the derivative carries over to $\theta_n$ there. The winding is the short calculation of $\theta_n(2\pi)$ above.

In `minimiser_unique`, the equality case gives $\theta' = A - (m-n)$ on the zone. Applying `integral_deriv` to both $\theta$ and $\theta_n$ shows that they have the same increments from $0$ to $k$, and $\theta_n(0) = 0$ finishes the argument.

`minimum_over_windings` uses `round_le`, which says that $|m - \mathrm{round}\,m| \le |m - n|$ for every integer $n$. Squaring this and combining it with the bound for fixed `n` gives the lower bound, and `constantGauge` at winding `round m` attains it.
